# Gelfand invariants of every degree commute with all gl(n) generators

A spin-adapted configuration interaction (CI) code diagonalises the Hamiltonian one block at a time, at fixed electron number N and total spin S, and never computes the matrix elements between blocks. Skipping them is safe because certain operators, with different values in different blocks, commute with the Hamiltonian. For a spin-free Hamiltonian in a finite orbital basis, such operators can be built from the orbital excitation operators alone.

## The cyclic sums and their commutators

For a set of M orthonormal orbitals, let E_pq be the operator that moves an electron from orbital q to orbital p, summed over spin. With [A, B] = AB − BA and δ the Kronecker delta, these operators obey the gl(n) commutation relations, with n = M:

[E_pq, E_rs] = δ_qr E_ps − δ_ps E_rq. (1)

The Gelfand invariant of degree k+1, for k ≥ 0, is the sum of ordered cyclic products

C_(k+1) = Σ E_(i0 i1) E_(i1 i2) … E_(ik i0), over all orbital indices i0, …, ik.

Given (1), for all k, l ≥ 0 and all orbitals p, q,

[C_(k+1), E_pq] = 0 and [C_(k+1), C_(l+1)] = 0.

## Where a CI code relies on this

The spin-free Hamiltonian, with one-electron integrals h_pq and two-electron integrals (pq|rs), is

H = Σ h_pq E_pq + ½ Σ (pq|rs) (E_pq E_rs − δ_qr E_ps).

It is a polynomial in the E_pq with numerical coefficients, so whatever commutes with every E_pq commutes with H. Since the orbitals are orthonormal, C_2 is Hermitian. If ψ and φ are eigenvectors of C_2 with eigenvalues c ≠ c′, then

(c′ − c) ⟨ψ|H|φ⟩ = ⟨ψ|H C_2 − C_2 H|φ⟩ = 0,

and the matrix element vanishes.

The first two invariants are familiar quantities. C_1 = Σ E_pp is the electron number N. For electrons in M spatial orbitals,

C_2 = (M + 2) N − N²/2 − 2 S²,

where S² is the total-spin operator, with eigenvalues S(S+1). To derive this, write E_pq = Σ_i |p⟩⟨q|_i, a sum over electrons i, with orthonormal orbitals. In C_2 = Σ E_pq E_qp, the terms with both factors on the same electron add up to MN. The terms on two different electrons i and j swap their orbitals. On antisymmetric states this equals minus the swap of their spins, which is −(½ + 2 s_i·s_j). Since Σ_(i≠j) s_i·s_j = S² − ¾N, these terms add up to −N(N − 1)/2 − 2S² + 3N/2, and the formula follows. At fixed N, a C_2 block is therefore a spin block.

## From one commutator to all degrees

Collect the generators into a matrix E whose entries are operators. Its powers are (E^0)_rs = δ_rs and

(E^(k+1))_rs = Σ_t (E^k)_rt E_ts.

Here (E^k)_rs is an entry of the matrix power, not the k-th power of the operator E_rs. The commutators of the generators with the entries of every power have the same form as (1):

[E_pq, (E^k)_rs] = δ_qr (E^k)_ps − δ_ps (E^k)_rq. (2)

For k = 0 the left side is zero, and the right side is δ_qr δ_ps − δ_ps δ_rq = 0. Suppose (2) holds for k. By the Leibniz rule [A, BC] = [A, B]C + B[A, C],

[E_pq, (E^(k+1))_rs]

= Σ_t [E_pq, (E^k)_rt] E_ts + Σ_t (E^k)_rt [E_pq, E_ts]

= Σ_t (δ_qr (E^k)_pt − δ_pt (E^k)_rq) E_ts + Σ_t (E^k)_rt (δ_qt E_ps − δ_ps E_tq)

= δ_qr (E^(k+1))_ps − (E^k)_rq E_ps + (E^k)_rq E_ps − δ_ps (E^(k+1))_rq.

The middle terms cancel, which leaves (2) for k+1. Now set s = r and sum over r:

[E_pq, Σ_r (E^k)_rr] = (E^k)_pq − (E^k)_pq = 0.

The trace of every power thus commutes with every generator.

It remains to identify the cyclic sum with a trace. For any operator-valued function F of two orbital indices,

Σ E_(i0 i1) … E_(i(k−1) ik) F(i0, ik) = Σ_pq (E^k)_pq F(p, q), (3)

where the left sum runs over i0, …, ik. For k = 0 the product is empty and both sides equal Σ_p F(p, p). To pass from k to k+1, name the last index q and absorb the last factor into the weight: apply (3) for k with F′(p, r) = Σ_q E_rq F(p, q). This gives

Σ_pr (E^k)_pr Σ_q E_rq F(p, q) = Σ_pq (E^(k+1))_pq F(p, q).

No factors have changed order. Taking F(p, q) = E_qp in (3) closes the cycle:

C_(k+1) = Σ_pq (E^k)_pq E_qp = Σ_p (E^(k+1))_pp.

Hence C_(k+1) commutes with every generator. It then commutes with all sums of products of generators, including C_(l+1).

For a single particle, E_pq = |p⟩⟨q|. If (E^(k+1))_pq = M^k |p⟩⟨q|, then the next power is Σ_t M^k |p⟩⟨t|t⟩⟨q| = M^(k+1) |p⟩⟨q|. The case k = 0 is immediate, so the formula holds for all k. Summing the diagonal entries gives C_(k+1) = M^k Σ_p |p⟩⟨p| = M^k · 1.

## Two electrons in two orbitals

Take M = N = 2. The normalised singlets are |11⟩, |s⟩ = (|12⟩ + |21⟩)/√2 and |22⟩, written by their spatial parts. In this order E_11 = diag(2, 1, 0) and E_22 = diag(0, 1, 2). The transfers are

E_12|22⟩ = √2|s⟩, E_12|s⟩ = √2|11⟩, E_12|11⟩ = 0,

and E_21 is the transpose of E_12. Therefore

E_11² + E_22² = diag(4, 2, 4), E_12 E_21 = diag(2, 2, 0), E_21 E_12 = diag(0, 2, 2).

The sum is C_2 = diag(6, 6, 6). On the triplet, E_11 = E_22 = 1 and E_12 = E_21 = 0, so C_2 = 2. The values 6 and 2 separate the two spins. If a routine omitted E_21 E_12, the singlet result would be diag(6, 4, 4), which does not commute with E_12.

## The cyclic sum and the relations in Lean

In the file, `n` is the finite set of orbital labels, not a number; the orbital count M is `Fintype.card n`. The operators are elements of a ring `R`, and `E` is the matrix of generators, not an energy. `GLRelations E` is relation (1), with each δ written as an `if`. The argument `k` of `gelfandInvariant E k` is one less than the degree, so N is `gelfandInvariant E 0` and C_2 is `gelfandInvariant E 1`. An index tuple is a function `i : Fin (k + 1) → n`, and `j + 1` wraps around to close the cycle. `List.ofFn` keeps the factors in order, as noncommuting operators require.

```lean
import Mathlib

open Matrix

namespace GelfandInvariants

variable {n R : Type*} [Fintype n] [DecidableEq n] [Ring R]

/-- The gl(n) commutation relations
`[E_pq, E_rs] = δ_qr E_ps - δ_ps E_rq` for a family of ring elements `E_pq`. -/
def GLRelations (E : Matrix n n R) : Prop :=
  ∀ p q r s, E p q * E r s - E r s * E p q =
    (if q = r then E p s else 0) - (if p = s then E r q else 0)

/-- The Gelfand invariant of degree `k + 1`: the sum over all indices of the ordered cyclic
product `E_(i0 i1) E_(i1 i2) ... E_(ik i0)`. The addition `j + 1` wraps around. -/
def gelfandInvariant (E : Matrix n n R) (k : ℕ) : R :=
  ∑ i : Fin (k + 1) → n, (List.ofFn fun j : Fin (k + 1) => E (i j) (i (j + 1))).prod

/-- If the `E_pq` obey the gl(n) relations, then `[E_pq, (E^k)_rs] = δ_qr (E^k)_ps - δ_ps (E^k)_rq`
for the entries of every matrix power of `E`. -/
theorem commutator_pow {E : Matrix n n R} (hE : GLRelations E) (k : ℕ) (p q r s : n) :
    E p q * (E ^ k) r s - (E ^ k) r s * E p q =
      (if q = r then (E ^ k) p s else 0) - (if p = s then (E ^ k) r q else 0) := by
  induction k generalizing r s with
  | zero =>
    have hc : E p q * (if r = s then 1 else 0) - (if r = s then 1 else 0) * E p q = 0 := by
      split_ifs <;> simp
    simp only [pow_zero, Matrix.one_apply]
    rw [hc]
    by_cases h : q = r
    · subst h
      simp
    · simp [h, Ne.symm h]
  | succ k ih =>
    -- the commutator is a derivation
    have leib : ∀ a b c : R,
        a * (b * c) - b * c * a = (a * b - b * a) * c + b * (a * c - c * a) := by
      intro a b c
      noncomm_ring
    have step : ∀ t, E p q * ((E ^ k) r t * E t s) - (E ^ k) r t * E t s * E p q =
        ((if q = r then (E ^ k) p t * E t s else 0)
          - (if p = t then (E ^ k) r q * E t s else 0))
        + ((if q = t then (E ^ k) r t * E p s else 0)
          - (if p = s then (E ^ k) r t * E t q else 0)) := by
      intro t
      rw [leib, ih, hE p q t s]
      simp only [sub_mul, mul_sub, ite_mul, mul_ite, zero_mul, mul_zero]
    simp only [pow_succ, Matrix.mul_apply, Finset.mul_sum, Finset.sum_mul]
    rw [← Finset.sum_sub_distrib, Finset.sum_congr rfl (fun t _ => step t)]
    -- the two terms with a contracted inner index cancel
    simp only [Finset.sum_add_distrib, Finset.sum_sub_distrib, Finset.sum_ite_eq,
      Finset.mem_univ, if_true]
    by_cases h1 : q = r <;> by_cases h2 : p = s <;>
      simp only [h1, h2, if_true, if_false, Finset.sum_const_zero] <;> abel

/-- Summing ordered products of `k` factors over all index paths, weighted by a function of the two
end points, gives the sum of the entries of the matrix power `E ^ k` with the same weights. -/
theorem sum_paths (E : Matrix n n R) (k : ℕ) (F : n → n → R) :
    ∑ i : Fin (k + 1) → n, (List.ofFn fun j : Fin k => E (i j.castSucc) (i j.succ)).prod
      * F (i 0) (i (Fin.last k)) = ∑ p, ∑ q, (E ^ k) p q * F p q := by
  induction k generalizing F with
  | zero =>
    calc _ = ∑ i : Fin 1 → n, F (i 0) (i 0) := Finset.sum_congr rfl (fun i _ => by simp)
      _ = ∑ p, F p p := (Equiv.funUnique (Fin 1) n).sum_comp (fun p => F p p)
      _ = _ := by simp [Matrix.one_apply]
  | succ k ih =>
    -- split off the last index of the path
    have split : ∀ g : (Fin (k + 2) → n) → R, ∑ i, g i =
        ∑ i : Fin (k + 1) → n, ∑ q, g (Fin.snoc (α := fun _ => n) i q) := by
      intro g
      rw [← (Fin.snocEquiv (fun _ => n)).sum_comp g, Fintype.sum_prod_type, Finset.sum_comm]
      rfl
    have hterm : ∀ (i : Fin (k + 1) → n) (q : n),
        (List.ofFn fun j : Fin (k + 1) => E (Fin.snoc (α := fun _ => n) i q j.castSucc)
          (Fin.snoc (α := fun _ => n) i q j.succ)).prod
          * F (Fin.snoc (α := fun _ => n) i q 0)
            (Fin.snoc (α := fun _ => n) i q (Fin.last (k + 1))) =
        (List.ofFn fun j : Fin k => E (i j.castSucc) (i j.succ)).prod
          * (E (i (Fin.last k)) q * F (i 0) q) := by
      intro i q
      have h0 : Fin.snoc (α := fun _ => n) i q 0 = i 0 :=
        Fin.snoc_castSucc (α := fun _ => n) q i 0
      rw [h0, List.ofFn_succ', List.concat_eq_append, List.prod_append, List.prod_singleton,
        mul_assoc]
      simp only [Fin.succ_castSucc, Fin.succ_last, Fin.snoc_castSucc, Fin.snoc_last]
    rw [split]
    refine (Finset.sum_congr rfl fun i _ => Finset.sum_congr rfl fun q _ => hterm i q).trans ?_
    simp only [← Finset.mul_sum]
    refine (ih (fun p r => ∑ q, E r q * F p q)).trans ?_
    refine Finset.sum_congr rfl fun p _ => ?_
    simp only [pow_succ, Matrix.mul_apply, Finset.mul_sum, Finset.sum_mul, mul_assoc]
    exact Finset.sum_comm

/-- The Gelfand invariant of degree `k + 1` is the trace of the matrix power `E ^ (k + 1)`. -/
theorem gelfandInvariant_eq_trace (E : Matrix n n R) (k : ℕ) :
    gelfandInvariant E k = trace (E ^ (k + 1)) := by
  have hs : ∀ j : Fin k, j.castSucc + 1 = j.succ := by
    intro j
    simp
  have hl : Fin.last k + 1 = 0 := by simp
  calc gelfandInvariant E k
      = ∑ i : Fin (k + 1) → n, (List.ofFn fun j : Fin k => E (i j.castSucc) (i j.succ)).prod
          * E (i (Fin.last k)) (i 0) := by
        unfold gelfandInvariant
        refine Finset.sum_congr rfl fun i _ => ?_
        rw [List.ofFn_succ', List.concat_eq_append, List.prod_append, List.prod_singleton]
        simp only [hs, hl]
    _ = ∑ p, ∑ q, (E ^ k) p q * E q p := sum_paths E k (fun p q => E q p)
    _ = trace (E ^ (k + 1)) := by
        simp only [pow_succ, Matrix.trace, Matrix.diag_apply, Matrix.mul_apply]

/-- If the `E_pq` obey the gl(n) relations, the Gelfand invariant of every degree `k + 1`
commutes with every generator `E_pq`. -/
theorem gelfandInvariant_commute {E : Matrix n n R} (hE : GLRelations E) (k : ℕ) (p q : n) :
    Commute (gelfandInvariant E k) (E p q) := by
  rw [gelfandInvariant_eq_trace]
  refine Commute.symm (sub_eq_zero.mp ?_)
  simp only [Matrix.trace, Matrix.diag_apply, Finset.mul_sum, Finset.sum_mul]
  rw [← Finset.sum_sub_distrib,
    Finset.sum_congr rfl (fun r _ => commutator_pow hE (k + 1) p q r r)]
  simp [Finset.sum_sub_distrib]

/-- If the `E_pq` obey the gl(n) relations, any two Gelfand invariants commute. -/
theorem gelfandInvariant_commute_gelfandInvariant {E : Matrix n n R} (hE : GLRelations E)
    (k l : ℕ) : Commute (gelfandInvariant E k) (gelfandInvariant E l) := by
  have h : ∀ (m : ℕ) (r s : n), Commute (gelfandInvariant E k) ((E ^ m) r s) := by
    intro m
    induction m with
    | zero =>
      intro r s
      rw [pow_zero, Matrix.one_apply]
      split_ifs
      · exact Commute.one_right _
      · exact Commute.zero_right _
    | succ m ih =>
      intro r s
      rw [pow_succ, Matrix.mul_apply]
      exact Commute.sum_right _ _ _ fun t _ =>
        (ih r t).mul_right (gelfandInvariant_commute hE k t s)
  rw [gelfandInvariant_eq_trace E l, Matrix.trace]
  exact Commute.sum_right _ _ _ fun r _ => h (l + 1) r r

/-- The matrix units `|p⟩⟨q|` on the one-particle space spanned by the orbitals. -/
def matrixUnits (n : Type*) [DecidableEq n] : Matrix n n (Matrix n n ℂ) :=
  fun p q => Matrix.single p q 1

/-- The product rule `|p⟩⟨q| |r⟩⟨s| = δ_qr |p⟩⟨s|`. -/
theorem matrixUnits_mul (p q r s : n) :
    matrixUnits n p q * matrixUnits n r s = if q = r then matrixUnits n p s else 0 := by
  by_cases h : q = r
  · subst h
    simp [matrixUnits]
  · simp [matrixUnits, h]

/-- The matrix units on the one-particle space obey the gl(n) relations. -/
theorem glRelations_witness : GLRelations (matrixUnits n) := by
  intro p q r s
  rw [matrixUnits_mul, matrixUnits_mul]
  by_cases h : p = s
  · subst h
    simp
  · simp [h, Ne.symm h]

/-- On the one-particle space spanned by the orbitals, the Gelfand invariant of degree `k + 1` is
`M ^ k` times the identity, where `M = Fintype.card n` is the number of orbitals. -/
theorem gelfandInvariant_matrixUnits (k : ℕ) :
    gelfandInvariant (matrixUnits n) k = (Fintype.card n : ℂ) ^ k • (1 : Matrix n n ℂ) := by
  have hpow : ∀ p q, (matrixUnits n ^ (k + 1)) p q =
      (Fintype.card n : ℂ) ^ k • matrixUnits n p q := by
    induction k with
    | zero => simp
    | succ k ih =>
      intro p q
      rw [pow_succ, Matrix.mul_apply]
      simp only [ih, smul_mul_assoc, matrixUnits_mul, if_true]
      rw [Finset.sum_const, Finset.card_univ, ← Nat.cast_smul_eq_nsmul ℂ, smul_smul,
        pow_succ, mul_comm]
  -- completeness of the orbitals
  have hone : ∑ p, matrixUnits n p p = 1 := by
    ext i j
    simp [matrixUnits, Matrix.sum_apply, Matrix.single_apply, Matrix.one_apply, ite_and]
  rw [gelfandInvariant_eq_trace]
  simp only [Matrix.trace, Matrix.diag_apply, hpow]
  rw [← Finset.smul_sum, hone]

end GelfandInvariants
```

```lean
#print axioms GelfandInvariants.gelfandInvariant_commute
-- 'GelfandInvariants.gelfandInvariant_commute' depends on axioms: [propext, Classical.choice, Quot.sound]
#print axioms GelfandInvariants.gelfandInvariant_commute_gelfandInvariant
-- 'GelfandInvariants.gelfandInvariant_commute_gelfandInvariant' depends on axioms: [propext, Classical.choice, Quot.sound]
#print axioms GelfandInvariants.gelfandInvariant_matrixUnits
-- 'GelfandInvariants.gelfandInvariant_matrixUnits' depends on axioms: [propext, Classical.choice, Quot.sound]
```

`commutator_pow` is equation (2), proved by the same induction. Its local fact `leib` is the Leibniz rule, and `step` applies it together with the induction hypothesis and (1) for each inner index t. The simplification with `Finset.sum_ite_eq` carries out the δ contractions. A case split on q = r and p = s then lets `abel` cancel the middle terms.

`sum_paths` is equation (3). `Fin.snoc` appends the last index to a shorter path, and the induction hypothesis is applied to the weight F′. `gelfandInvariant_eq_trace` separates the factor that returns to i0 and uses (3) with F(p, q) = E_qp. `gelfandInvariant_commute` sums (2) over r = s. For two invariants, `gelfandInvariant_commute_gelfandInvariant` first shows by induction that one of them commutes with every entry of every matrix power, and then sums the diagonal entries of the other.

The remaining results concern the one-particle operators |p⟩⟨q|. `matrixUnits_mul` gives their product rule, `glRelations_witness` derives (1) from it, and `gelfandInvariant_matrixUnits` gives the value M^k · 1 by the induction above.

## All degrees are certain once the relations hold

The two commutation theorems hold for every degree, every finite orbital set and every ring. They need neither Hermiticity nor a finite-dimensional operator space, and they apply to matrices with exact real or complex entries. Floating-point addition is not associative, so computed matrices do not form a ring in this sense, and a computed commutator is in general guaranteed to vanish only up to rounding.

Relation (1) is a hypothesis. Physically, it expresses how electron transfers between orthonormal orbitals combine. The file derives it for one particle only; for the many-electron operators in a code it must be established separately, for example from the fermion anticommutators. That is the step from the Lean model to an actual calculation, and two common situations break it:

- With non-orthogonal orbitals, the usual creation operators and their adjoints give overlap integrals in place of the δ symbols.
- In a truncated determinant space, each E_pq is represented by its projection. Products of the projected matrices miss the paths through discarded determinants, so (1) generally fails. The spin blocks still survive if the retained space is spanned by eigenfunctions of S², because the projection then commutes with S². A selected-CI calculation can lose them when it keeps a determinant but discards others that are needed to form spin eigenfunctions.

Commutation also leaves open which values the invariants take. Apart from the one-particle case, the Lean file proves no eigenvalue, nor that the invariants distinguish all finite-dimensional irreducible representations or generate every polynomial in the E_pq that commutes with all the E_pq. The Hamiltonian is the standard one, stated here without derivation. The spin formula for C_2 and the two-electron example rest on the ordinary algebra given here, not on the Lean proof.
